# A starting-energy shift is shared among the ordered roots of the quasiparticle equation for a fixed self-energy with distinct poles and positive strengths

**Q:** Take one pole at 0 with strength 2. The quasiparticle equation is

w = e + 2/w, or w² − e·w − 2 = 0.

At e = −1 the roots are −2 and 1; at e = 1 they are −1 and 2. The starting energy rose by 2 and each root by 1. What survives with M poles?

**A:** The sharing does. Let the poles d_j be distinct and the strengths b_j positive, with j = 0, …, M−1, and write

Σ(w) = ∑_j b_j/(w − d_j), w = e + Σ(w).

There are M+1 real roots w_0 < … < w_M. If e rises by s > 0 at fixed Σ, every w_i rises, and the rises add up to s.

```lean
import Mathlib

open Matrix

namespace StartingPointDependence

noncomputable section

variable {M : ℕ} {d b : Fin M → ℝ} {e e' s x y : ℝ} {w w' : Fin (M + 1) → ℝ}

/-- The self-energy with poles `d j` and strengths `b j`, for frequencies `x` away from
all poles. -/
def selfEnergy (d b : Fin M → ℝ) (x : ℝ) : ℝ := ∑ j, b j / (x - d j)
```

**Q:** What counts as a root in Lean, and what as the spectrum?

**A:** `IsRoot` requires a real frequency that avoids every pole and solves the equation. `OrderedRoots` says that `w` lists M+1 such roots in increasing order, numbered from zero.

```lean
/-- `x` is not a pole and solves the quasiparticle equation with starting energy `e`. -/
def IsRoot (d b : Fin M → ℝ) (e x : ℝ) : Prop :=
  (∀ j, x ≠ d j) ∧ x = e + selfEnergy d b x

/-- `w` lists `M + 1` roots of the quasiparticle equation in strictly increasing order. -/
def OrderedRoots (d b : Fin M → ℝ) (e : ℝ) (w : Fin (M + 1) → ℝ) : Prop :=
  StrictMono w ∧ ∀ i, IsRoot d b e (w i)
```

**Q:** How do you match roots before and after the shift?

**A:** By counting the poles below them. The existence proof will also use a matrix, with e coupled to each d_j by √b_j; `none` labels the level e and `some j` the level d_j.

```lean
/-- The number of self-energy poles below the frequency `x`. -/
def polesBelow (d : Fin M → ℝ) (x : ℝ) : ℕ := (Finset.univ.filter (fun j => d j < x)).card

/-- The symmetric matrix coupling a level `e` to levels `d j` with amplitudes `√(b j)`. -/
def upfolded (d b : Fin M → ℝ) (e : ℝ) : Matrix (Option (Fin M)) (Option (Fin M)) ℝ :=
  Matrix.of fun i j => match i, j with
    | none, none => e
    | none, some k => √(b k)
    | some k, none => √(b k)
    | some k, some l => if k = l then d k else 0
```

**Q:** Why does the count help?

**A:** Suppose x < y are not poles themselves and have equally many poles below them. Then no pole lies between them, so x − d_j and y − d_j have the same sign, and

Σ(x) − Σ(y) = ∑_j b_j(y − x)/((x − d_j)(y − d_j)) ≥ 0.

The Lean proof gets the common sides from equality of the two filtered sets, then compares the sums term by term.

```lean
/-- For positive strengths, the self-energy does not increase between two frequencies that
are not poles and have equally many poles below them. -/
theorem selfEnergy_le (hb : ∀ j, 0 < b j) (hx : ∀ j, x ≠ d j) (hy : ∀ j, y ≠ d j)
    (hxy : x < y) (h : polesBelow d x = polesBelow d y) :
    selfEnergy d b y ≤ selfEnergy d b x := by
  have hsub : Finset.univ.filter (fun j => d j < x) ⊆
      Finset.univ.filter (fun j => d j < y) := by
    intro j hj
    simp only [Finset.mem_filter, Finset.mem_univ, true_and] at hj ⊢
    exact hj.trans hxy
  have heq := Finset.eq_of_subset_of_card_le hsub h.ge
  have hside : ∀ j, d j < x ↔ d j < y := fun j => by
    simpa using Finset.ext_iff.1 heq j
  refine Finset.sum_le_sum fun j _ => ?_
  -- both frequencies lie on the same side of each pole
  have hp : 0 < (x - d j) * (y - d j) := by
    rcases lt_or_gt_of_ne (hx j) with h1 | h1
    · have h2 : y < d j :=
        lt_of_le_of_ne (not_lt.1 fun h2 => lt_asymm h1 ((hside j).2 h2)) (hy j)
      exact mul_pos_of_neg_of_neg (by linarith) (by linarith)
    · exact mul_pos (by linarith) (by linarith)
  rw [← sub_nonneg, div_sub_div _ _ (sub_ne_zero.2 (hx j)) (sub_ne_zero.2 (hy j))]
  exact div_nonneg (by nlinarith [mul_pos (hb j) (sub_pos.2 hxy)]) hp.le
```

If x and y are roots for e and e′, subtracting their equations gives

e′ − e = (y − x) + Σ(x) − Σ(y) > 0.

```lean
/-- For positive strengths, of two roots with equally many poles below them, the higher one
belongs to the higher starting energy. -/
theorem start_lt_of_root_lt (hb : ∀ j, 0 < b j) (hx : IsRoot d b e x)
    (hy : IsRoot d b e' y) (hxy : x < y) (h : polesBelow d x = polesBelow d y) :
    e < e' := by
  linarith [selfEnergy_le hb hx.1 hy.1 hxy h, hx.2, hy.2]
```

**Q:** So two roots at the same e cannot share a gap?

**A:** Right. The pole count therefore grows strictly along the M+1 roots while staying between 0 and M, so root i has exactly i poles below it. Two inductions, `hlow` and `hupp`, bound the count from either side.

```lean
/-- For positive strengths, exactly `i` poles lie below the ordered root number `i`,
counted from zero. -/
theorem polesBelow_root (hb : ∀ j, 0 < b j) (hw : OrderedRoots d b e w)
    (i : Fin (M + 1)) : polesBelow d (w i) = i := by
  have hN : ∀ i j, i < j → polesBelow d (w i) < polesBelow d (w j) := by
    intro i j hij
    have hlt := hw.1 hij
    refine lt_of_le_of_ne (Finset.card_le_card ?_) fun h =>
      lt_irrefl e (start_lt_of_root_lt hb (hw.2 i) (hw.2 j) hlt h)
    intro k hk
    simp only [Finset.mem_filter, Finset.mem_univ, true_and] at hk ⊢
    exact hk.trans hlt
  have hM : ∀ i, polesBelow d (w i) ≤ M := fun i =>
    (Finset.card_filter_le _ _).trans (by simp)
  -- the count grows by at least one per root, from at least `0` to at most `M`
  have hlow : ∀ (n : ℕ) (hn : n < M + 1), n ≤ polesBelow d (w ⟨n, hn⟩) := by
    intro n
    induction n with
    | zero => exact fun _ => Nat.zero_le _
    | succ n ih =>
      intro hn
      have h1 := ih (by omega)
      have h2 := hN ⟨n, by omega⟩ ⟨n + 1, hn⟩ (Fin.lt_def.2 (Nat.lt_succ_self n))
      exact Nat.succ_le_of_lt (lt_of_le_of_lt h1 h2)
  have hupp : ∀ (k : ℕ) (j : Fin (M + 1)), (j : ℕ) + k = M →
      polesBelow d (w j) + k ≤ M := by
    intro k
    induction k with
    | zero => exact fun j _ => hM j
    | succ k ih =>
      intro j hj
      have hj' : (j : ℕ) + 1 < M + 1 := by omega
      have h1 := ih ⟨(j : ℕ) + 1, hj'⟩ (by change (j : ℕ) + 1 + k = M; omega)
      have h2 := hN j ⟨(j : ℕ) + 1, hj'⟩ (Fin.lt_def.2 (Nat.lt_succ_self (j : ℕ)))
      omega
  have hi := i.isLt
  have h1 : (i : ℕ) ≤ polesBelow d (w i) := hlow i hi
  have h2 := hupp (M - (i : ℕ)) i (by omega)
  omega
```

Any further root x has some count n ≤ M. It shares that count with w_n, so it equals w_n.

```lean
/-- For positive strengths, a list of `M + 1` ordered roots contains every root. -/
theorem roots_complete (hb : ∀ j, 0 < b j) (hw : OrderedRoots d b e w)
    (hx : IsRoot d b e x) : ∃ i, w i = x := by
  have hM : polesBelow d x ≤ M := (Finset.card_filter_le _ _).trans (by simp)
  have h := polesBelow_root hb hw ⟨polesBelow d x, Nat.lt_succ_of_le hM⟩
  refine ⟨⟨polesBelow d x, Nat.lt_succ_of_le hM⟩,
    le_antisymm (not_lt.1 fun hl => ?_) (not_lt.1 fun hl => ?_)⟩
  · exact lt_irrefl e (start_lt_of_root_lt hb hx (hw.2 _) hl h.symm)
  · exact lt_irrefl e (start_lt_of_root_lt hb (hw.2 _) hx hl h)
```

**Q:** That assumes the list exists.

**A:** The matrix supplies it. For an eigenvector with components v_* on e and v_j on d_j, and eigenvalue x,

e·v_* + ∑_j √b_j·v_j = x·v_*
√b_j·v_* + d_j·v_j = x·v_j.

If v_* = 0, distinct poles allow at most one nonzero v_k, and the first row then forces √b_k·v_k = 0, so the vector vanishes. Hence v_* ≠ 0. The second row now excludes x = d_j and gives v_j = √b_j·v_*/(x − d_j). Inserting this in the first row and dividing by v_* gives x = e + Σ(x).

```lean
/-- For distinct poles and positive strengths, an eigenvector of the upfolded matrix has a
nonzero component on the level `e`, and its eigenvalue solves the quasiparticle equation. -/
theorem eigenvalue_isRoot (hd : Function.Injective d) (hb : ∀ j, 0 < b j)
    {v : Option (Fin M) → ℝ} (hv : v ≠ 0) (h : upfolded d b e *ᵥ v = x • v) :
    v none ≠ 0 ∧ IsRoot d b e x := by
  have h0 : e * v none + ∑ j, √(b j) * v (some j) = x * v none := by
    simpa [Matrix.mulVec, dotProduct, Fintype.sum_option, upfolded] using congrFun h none
  have hj : ∀ j, √(b j) * v none + d j * v (some j) = x * v (some j) := fun j => by
    simpa [Matrix.mulVec, dotProduct, Fintype.sum_option, upfolded] using congrFun h (some j)
  have hs : ∀ j, √(b j) ≠ 0 := fun j => (Real.sqrt_pos.2 (hb j)).ne'
  have hv0 : v none ≠ 0 := by
    intro hz
    have hall : ∀ k, v (some k) = 0 := by
      intro k
      by_contra hk
      have hxk : d k = x := mul_right_cancel₀ hk (by simpa [hz] using hj k)
      -- distinct poles leave a single component, which the first row forbids
      have hoth : ∀ j, j ≠ k → v (some j) = 0 := by
        intro j hjk
        have h1 : (d j - d k) * v (some j) = 0 := by
          have h2 := hj j
          rw [hz, ← hxk] at h2
          linear_combination h2
        exact (mul_eq_zero.1 h1).resolve_left (sub_ne_zero.2 fun h3 => hjk (hd h3))
      have hsum : ∑ j, √(b j) * v (some j) = √(b k) * v (some k) :=
        Finset.sum_eq_single k (fun j _ hjk => by rw [hoth j hjk, mul_zero])
          (fun hk' => absurd (Finset.mem_univ k) hk')
      rw [hsum, hz, mul_zero, mul_zero, zero_add] at h0
      exact mul_ne_zero (hs k) hk h0
    exact hv (funext fun i => by
      cases i with
      | none => exact hz
      | some k => exact hall k)
  have hne : ∀ j, x ≠ d j := fun j hx =>
    mul_ne_zero (hs j) hv0 (by have := hj j; rw [hx] at this; linarith)
  -- eliminating the other levels produces the self-energy
  have hsum : ∑ j, √(b j) * v (some j) = selfEnergy d b x * v none := by
    rw [selfEnergy, Finset.sum_mul]
    refine Finset.sum_congr rfl fun j _ => ?_
    have hvj : v (some j) = √(b j) * v none / (x - d j) := by
      rw [eq_div_iff (sub_ne_zero.2 (hne j))]
      linear_combination -(hj j)
    rw [hvj, ← mul_div_assoc, ← mul_assoc, Real.mul_self_sqrt (hb j).le]
    ring
  exact ⟨hv0, hne, mul_right_cancel₀ hv0 (by linear_combination hsum - h0)⟩
```

Two orthonormal eigenvectors U, V with equal eigenvalues would give the combination V_*U − U_*V, which has no component on e and so must vanish. Its inner product with U is V_* ≠ 0, a contradiction. The symmetric matrix thus has M+1 distinct eigenvalues, and its trace gives

∑_i w_i = e + ∑_j d_j.

```lean
/-- For distinct poles and positive strengths, the quasiparticle equation has `M + 1` ordered
roots, and their sum is the starting energy plus the sum of the poles. -/
theorem exists_orderedRoots (hd : Function.Injective d) (hb : ∀ j, 0 < b j) (e : ℝ) :
    ∃ w, OrderedRoots d b e w ∧ ∑ i, w i = e + ∑ j, d j := by
  have hA : (upfolded d b e).IsHermitian := by
    refine Matrix.IsHermitian.ext ?_
    rintro (_ | i) (_ | j)
    · simp [upfolded]
    · simp [upfolded]
    · simp [upfolded]
    · by_cases h : i = j
      · subst h
        simp
      · simp [upfolded, h, Ne.symm h]
  have hroot : ∀ i, (hA.eigenvectorBasis i).ofLp none ≠ 0 ∧
      IsRoot d b e (hA.eigenvalues i) := fun i =>
    eigenvalue_isRoot hd hb
      (fun h => hA.eigenvectorBasis.orthonormal.ne_zero i (by ext k; exact congrFun h k))
      (hA.mulVec_eigenvectorBasis i)
  -- a degenerate pair could be combined to an eigenvector without component on `e`
  have hinj : Function.Injective hA.eigenvalues := by
    intro i j hij
    by_contra hne
    let U := hA.eigenvectorBasis i
    let V := hA.eigenvectorBasis j
    have hU : upfolded d b e *ᵥ U.ofLp = hA.eigenvalues i • U.ofLp :=
      hA.mulVec_eigenvectorBasis i
    have hV : upfolded d b e *ᵥ V.ofLp = hA.eigenvalues i • V.ofLp := by
      rw [hij]
      exact hA.mulVec_eigenvectorBasis j
    have hz : V.ofLp none • U.ofLp - U.ofLp none • V.ofLp = 0 := by
      by_contra hz
      refine (eigenvalue_isRoot (e := e) (x := hA.eigenvalues i) hd hb hz ?_).1 ?_
      · rw [Matrix.mulVec_sub, Matrix.mulVec_smul, Matrix.mulVec_smul, hU, hV]
        module
      · simp only [Pi.sub_apply, Pi.smul_apply, smul_eq_mul]
        ring
    have key : V.ofLp none • U = U.ofLp none • V := by
      ext k
      exact sub_eq_zero.1 (congrFun hz k)
    have h1 : ‖U‖ = 1 := hA.eigenvectorBasis.orthonormal.1 i
    have h2 : inner ℝ U V = 0 := hA.eigenvectorBasis.orthonormal.2 hne
    have h3 := congrArg (fun z => inner ℝ U z) key
    simp only [inner_smul_right, real_inner_self_eq_norm_sq, h1, h2] at h3
    exact (hroot j).1 (by linarith)
  let S : Finset ℝ := Finset.univ.image hA.eigenvalues
  have hS : S.card = M + 1 := by
    rw [Finset.card_image_of_injective _ hinj]
    simp
  obtain ⟨w, hw, hmem⟩ : ∃ w : Fin (M + 1) → ℝ, StrictMono w ∧ ∀ i, w i ∈ S :=
    ⟨S.orderEmbOfFin hS, (S.orderEmbOfFin hS).strictMono, S.orderEmbOfFin_mem hS⟩
  have himg : Finset.univ.image w = S := by
    refine Finset.eq_of_subset_of_card_le (fun x hx => ?_) ?_
    · obtain ⟨i, _, rfl⟩ := Finset.mem_image.1 hx
      exact hmem i
    · rw [hS, Finset.card_image_of_injective _ hw.injective]
      simp
  refine ⟨w, ⟨hw, fun i => ?_⟩, ?_⟩
  · obtain ⟨k, _, hk⟩ := Finset.mem_image.1 (hmem i)
    exact hk ▸ (hroot k).2
  · -- the sum of the eigenvalues is the trace
    have ht : (upfolded d b e).trace = ∑ i, hA.eigenvalues i := by
      simpa using hA.trace_eq_sum_eigenvalues
    have ht' : (upfolded d b e).trace = e + ∑ j, d j := by
      simp [Matrix.trace, Fintype.sum_option, upfolded]
    have h1 : ∑ x ∈ Finset.univ.image w, x = ∑ i, w i :=
      Finset.sum_image (by intro a _ c _ h; exact hw.injective h)
    have h2 : ∑ x ∈ S, x = ∑ i, hA.eigenvalues i :=
      Finset.sum_image (by intro a _ c _ h; exact hinj h)
    rw [← h1, himg, h2, ← ht, ht']
```

Matching pole counts shows that every ordered list is this one, so the sum rule holds for all of them.

```lean
/-- For distinct poles and positive strengths, any `M + 1` ordered roots add up to the
starting energy plus the sum of the poles. -/
theorem sum_roots (hd : Function.Injective d) (hb : ∀ j, 0 < b j)
    (hw : OrderedRoots d b e w) : ∑ i, w i = e + ∑ j, d j := by
  obtain ⟨u, hu, hsum⟩ := exists_orderedRoots hd hb e
  have huw : w = u := by
    funext i
    have h := (polesBelow_root hb hw i).trans (polesBelow_root hb hu i).symm
    refine le_antisymm (not_lt.1 fun hl => ?_) (not_lt.1 fun hl => ?_)
    · exact lt_irrefl e (start_lt_of_root_lt hb (hu.2 i) (hw.2 i) hl h.symm)
    · exact lt_irrefl e (start_lt_of_root_lt hb (hw.2 i) (hu.2 i) hl h)
  rw [huw, hsum]
```

**Q:** And the shift itself?

**A:** Let w′_i be the roots at e + s. If w′_i < w_i, their equal pole counts would give e + s < e. If w′_i = w_i, subtracting the equations gives s = 0. So each root rises. Subtracting the sum rules gives

∑_i (w′_i − w_i) = s,

and one positive term cannot exceed the sum.

```lean
/-- For distinct poles and positive strengths, raising the starting energy by `s > 0` strictly
raises every ordered root; the rises add up to `s`, and each is at most `s`. -/
theorem starting_point_shift (hd : Function.Injective d) (hb : ∀ j, 0 < b j) (hs : 0 < s)
    (hw : OrderedRoots d b e w) (hw' : OrderedRoots d b (e + s) w') :
    (∀ i, w i < w' i) ∧ ∑ i, (w' i - w i) = s ∧ ∀ i, w' i - w i ≤ s := by
  have hrise : ∀ i, w i < w' i := by
    intro i
    by_contra hn
    rcases lt_or_eq_of_le (not_lt.1 hn) with hl | he
    · have h := (polesBelow_root hb hw' i).trans (polesBelow_root hb hw i).symm
      linarith [start_lt_of_root_lt hb (hw'.2 i) (hw.2 i) hl h]
    · have h1 := (hw'.2 i).2
      rw [he] at h1
      linarith [(hw.2 i).2]
  have hsum : ∑ i, (w' i - w i) = s := by
    rw [Finset.sum_sub_distrib, sum_roots hd hb hw, sum_roots hd hb hw']
    ring
  refine ⟨hrise, hsum, fun i => ?_⟩
  calc w' i - w i ≤ ∑ k, (w' k - w k) :=
        Finset.single_le_sum (f := fun k => w' k - w k)
          (fun k _ => (sub_pos.2 (hrise k)).le) (Finset.mem_univ i)
    _ = s := hsum
```

With at least one pole, another root also rises, so each rise is strictly below s. Without poles the only root is e, which moves by exactly s.

```lean
/-- With at least one pole, distinct poles and positive strengths, each ordered root moves by
strictly less than the shift `s > 0` of the starting energy. -/
theorem shift_lt (hM : 0 < M) (hd : Function.Injective d) (hb : ∀ j, 0 < b j) (hs : 0 < s)
    (hw : OrderedRoots d b e w) (hw' : OrderedRoots d b (e + s) w') (i : Fin (M + 1)) :
    w' i - w i < s := by
  obtain ⟨hrise, hsum, _⟩ := starting_point_shift hd hb hs hw hw'
  have : Nontrivial (Fin (M + 1)) := Fin.nontrivial_iff_two_le.2 (by omega)
  obtain ⟨j, hj⟩ := exists_ne i
  calc w' i - w i < ∑ k, (w' k - w k) :=
        Finset.single_lt_sum (f := fun k => w' k - w k) hj (Finset.mem_univ i)
          (Finset.mem_univ j) (sub_pos.2 (hrise j)) (fun k _ _ => (sub_pos.2 (hrise k)).le)
    _ = s := hsum

end

end StartingPointDependence
```

```lean
#print axioms StartingPointDependence.roots_complete
-- 'StartingPointDependence.roots_complete' depends on axioms: [propext, Classical.choice, Quot.sound]
#print axioms StartingPointDependence.exists_orderedRoots
-- 'StartingPointDependence.exists_orderedRoots' depends on axioms: [propext, Classical.choice, Quot.sound]
#print axioms StartingPointDependence.shift_lt
-- 'StartingPointDependence.shift_lt' depends on axioms: [propext, Classical.choice, Quot.sound]
```

**Q:** Where would I meet this in an actual GW calculation?

**A:** In a diagonal one-shot calculation for one orbital, e is the mean-field energy with the exchange-correlation potential replaced by exact exchange, and Σ is the correlation part, here with finitely many real poles. Equal poles are merged by adding their strengths, poles of zero strength are dropped, and at least one pole is assumed to remain. Suppose a static correction raises e by 0.3 eV while Σ is kept. Each ordered solution then rises by less than 0.3 eV. Changing the functional and recomputing the screening also changes d_j and b_j, and the bound no longer applies.

**Q:** Does it at least bound the main peak?

**A:** Only while the peak keeps its place in the order. A root w carries the spectral weight 1/(1 − dΣ/dw), which is w²/(w² + 2) in your example. There the root with weight 2/3 is −2 before the shift and 2 after it: the main peak moves by 4, although each ordered root moves by 1.
